# Spectrum of the Möbius ring: $U^n=-1$ and paired levels for even $n$

**Q.** To fill the $\pi$ levels of a Hückel ring of $n$ sites with one reversed link, I write $H=\alpha+\beta(U+U^T)$, with site energy $\alpha$, hopping $\beta<0$ and $U$ the cyclic shift carrying the reversed sign. I list the levels $\alpha+\beta E_k$ with $E_k=2\cos\theta_k$, $\theta_k=(2k+1)\pi/n$, $k=0,\dots,n-1$, and put in electrons from the bottom. For $n=4$ that gives $E=\sqrt2$ twice and $E=-\sqrt2$ twice, so four electrons close a shell. I doubt that a Lean file says this about my ring and not about some convenient stand-in.

**A.** The filling is a statement about non-interacting electrons on a finite ring with one orbital per site and equal hopping magnitudes, and the file treats the matrix $U+U^T$ of that model. Sites are $j=0,\dots,n-1$, the type `Fin n`, and amplitudes are complex. The matrix has $U_{i,i+1}=1$, $U_{n-1,0}=-1$ and zeros elsewhere. With $\mathrm i$ the imaginary unit, the orbital is $v_k(j)=e^{\mathrm i\theta_k j}$.

```lean
import Mathlib

open Matrix
open Complex (I)
open scoped Real

namespace MoebiusRing

noncomputable section

/-- The cyclic shift on `n` sites with the sign of the closing link `n-1 → 0` reversed. -/
def twistShift (n : ℕ) : Matrix (Fin n) (Fin n) ℂ := fun i j =>
  if i.val + 1 = j.val then 1 else if i.val + 1 = n ∧ j.val = 0 then -1 else 0

/-- The phase advance per site, `θ_k = (2k+1)π/n`. -/
def angle (n k : ℕ) : ℝ := (2 * k + 1) * π / n

/-- The Möbius orbital `j ↦ exp(i θ_k j)`. -/
def orbital (n k : ℕ) : Fin n → ℂ := fun j => Complex.exp ((angle n k : ℂ) * (j.val : ℂ) * I)

/-- The level `2 cos θ_k`. -/
def energy (n k : ℕ) : ℝ := 2 * Real.cos (angle n k)
```

So `twistShift n` is $U$, `angle n k` is $\theta_k$, `orbital n k` is $v_k$ and `energy n k` is the dimensionless $E_k$. The parameters $\alpha$ and $\beta$ do not appear, and neither does the geometry of a twisted band: the reversed sign is put in by definition, on the closing link. Every component of $v_k$ has modulus one, so the normalised orbital is $v_k/\sqrt n$.

**Q.** A nested `if` is easy to get wrong. Do the entries come out as stated?

**A.** `twistShift_entries` states the three cases, and the two lemmas on the action of $U$ and $U^T$ read the matrix only through it. In the second case the proof checks that $i+1=n$ and $j=0$ exclude $i+1=j$, so the first branch is not taken.

```lean
/-- The entries of `U`: `1` from a site to the next, `-1` on the closing link, `0` elsewhere. -/
theorem twistShift_entries {n : ℕ} (i j : Fin n) :
    (i.val + 1 = j.val → twistShift n i j = 1) ∧
    (i.val + 1 = n → j.val = 0 → twistShift n i j = -1) ∧
    (i.val + 1 ≠ j.val → ¬ (i.val + 1 = n ∧ j.val = 0) → twistShift n i j = 0) := by
  have e : twistShift n i j =
      if i.val + 1 = j.val then 1 else if i.val + 1 = n ∧ j.val = 0 then -1 else 0 := rfl
  refine ⟨fun h => ?_, fun h h' => ?_, fun h h' => ?_⟩
  · rw [e, if_pos h]
  · have h1 : ¬ (i.val + 1 = j.val) := by omega
    rw [e, if_neg h1, if_pos (And.intro h h')]
  · rw [e, if_neg h, if_neg h']
```

**Q.** I would solve the ring by imposing an antiperiodic boundary condition on a plane wave. Where is that?

**A.** It is the first lemma with content. Take a sequence $f$ on all natural numbers with $f(j+n)=-f(j)$ and restrict it to the sites. For $i+1<n$, row $i$ of $U$ has one non-zero entry, and $(Uf)_i=f(i+1)$. For $i=n-1$ the row gives $-f(0)$, which equals $f(n)$ by antiperiodicity. Hence $(Uf)_i=f(i+1)$ at every site. The hypothesis `hf` is the boundary condition, `*ᵥ` is the matrix-vector product, and `by_cases h : i.val + 1 < n` splits the two kinds of row.

```lean
/-- On an antiperiodic amplitude, `f(j+n) = -f(j)`, `U` acts as the shift by one site. -/
theorem twistShift_mulVec {n : ℕ} (f : ℕ → ℂ) (hf : ∀ j, f (j + n) = -f j) :
    twistShift n *ᵥ (fun j : Fin n => f j.val) = fun j : Fin n => f (j.val + 1) := by
  ext i
  have hi := i.2
  show ∑ j, twistShift n i j * f j.val = f (i.val + 1)
  by_cases h : i.val + 1 < n
  · rw [Finset.sum_eq_single (⟨i.val + 1, h⟩ : Fin n)]
    · rw [(twistShift_entries i ⟨i.val + 1, h⟩).1 rfl]
      exact one_mul _
    · intro j _ hj
      have hj' : j.val ≠ i.val + 1 := fun e => hj (Fin.ext e)
      rw [(twistShift_entries i j).2.2 (by omega) (by omega), zero_mul]
    · intro h'
      exact absurd (Finset.mem_univ _) h'
  · -- across the closing link the sign is absorbed by antiperiodicity
    have h0 : 0 < n := by omega
    have e : f (i.val + 1) = -f 0 := by
      rw [show i.val + 1 = 0 + n by omega]
      exact hf 0
    rw [Finset.sum_eq_single (⟨0, h0⟩ : Fin n)]
    · rw [(twistShift_entries i ⟨0, h0⟩).2.1 (by omega) rfl, e]
      exact neg_one_mul _
    · intro j _ hj
      have hj' : j.val ≠ 0 := fun e => hj (Fin.ext e)
      have := j.2
      rw [(twistShift_entries i j).2.2 (by omega) (by omega), zero_mul]
    · intro h'
      exact absurd (Finset.mem_univ _) h'
```

For the transpose, $(U^Tg)_i=\sum_j U_{ji}\,g_j$ picks $g_{i-1}$ for $i\ge1$ and $-g_{n-1}$ for $i=0$. With $g_j=f(j+1)$ these are $f(i)$ and $-f(n)=f(0)$, so $U^T$ undoes the shift.

```lean
/-- On an antiperiodic amplitude, `Uᵀ` undoes the shift by one site. -/
theorem transpose_mulVec {n : ℕ} (f : ℕ → ℂ) (hf : ∀ j, f (j + n) = -f j) :
    (twistShift n)ᵀ *ᵥ (fun j : Fin n => f (j.val + 1)) = fun j : Fin n => f j.val := by
  ext i
  have hi := i.2
  show ∑ j, twistShift n j i * f (j.val + 1) = f i.val
  by_cases h : i.val = 0
  · have h0 : n - 1 < n := by omega
    have e : f (n - 1 + 1) = -f i.val := by
      rw [show n - 1 + 1 = i.val + n by omega]
      exact hf _
    rw [Finset.sum_eq_single (⟨n - 1, h0⟩ : Fin n)]
    · rw [(twistShift_entries ⟨n - 1, h0⟩ i).2.1 (show n - 1 + 1 = n by omega) h]
      show -1 * f (n - 1 + 1) = f i.val
      rw [e]
      ring
    · intro j _ hj
      have hj' : j.val ≠ n - 1 := fun e => hj (Fin.ext e)
      rw [(twistShift_entries j i).2.2 (by omega) (by omega), zero_mul]
    · intro h'
      exact absurd (Finset.mem_univ _) h'
  · have h0 : i.val - 1 < n := by omega
    have e : i.val - 1 + 1 = i.val := by omega
    rw [Finset.sum_eq_single (⟨i.val - 1, h0⟩ : Fin n)]
    · rw [(twistShift_entries ⟨i.val - 1, h0⟩ i).1 e]
      show 1 * f (i.val - 1 + 1) = f i.val
      rw [e, one_mul]
    · intro j _ hj
      have hj' : j.val ≠ i.val - 1 := fun e => hj (Fin.ext e)
      rw [(twistShift_entries j i).2.2 (by omega) (by omega), zero_mul]
    · intro h'
      exact absurd (Finset.mem_univ _) h'
```

The device is worth reusing. A function on `ℕ` restricted to `Fin n` keeps modular arithmetic out of the indices, `Finset.sum_eq_single` reduces a row sum to its one surviving term, and `omega` settles the index conditions that make the other terms vanish.

**Q.** That concerns special vectors. $U^n=-1$ is a matrix identity.

**A.** Every vector is of that kind. If $f$ is antiperiodic, so is $j\mapsto f(j+1)$, and induction on the power $m$ gives $(U^mf)_j=f(j+m)$. That is `key`, which quantifies over $f$ inside the induction so that the hypothesis can be applied to the shifted sequence. The basis vector at site $k$ extends as $f(j)=(-1)^{\lfloor j/n\rfloor}\,\delta_{j \bmod n,\,k}$. Then
$$(U^n)_{ik}=\sum_j (U^n)_{ij}f(j)=f(i+n)=-f(i)=-\delta_{ik},$$
which is `h2` before and after simplification. The `-1` in the statement is minus the identity matrix. No condition on $n$ is imposed, and for $n=0$ there are no entries to compare.

```lean
/-- Shifting once around the ring reverses the sign: `U^n = -1`. -/
theorem twistShift_pow (n : ℕ) : twistShift n ^ n = -1 := by
  have key : ∀ (m : ℕ) (f : ℕ → ℂ), (∀ j, f (j + n) = -f j) →
      twistShift n ^ m *ᵥ (fun j : Fin n => f j.val) = fun j : Fin n => f (j.val + m) := by
    intro m
    induction m with
    | zero => intro f _; simp
    | succ m ih =>
      intro f hf
      rw [pow_succ, ← Matrix.mulVec_mulVec, twistShift_mulVec f hf]
      refine ih (fun j => f (j + 1)) (fun j => ?_)
      show f (j + n + 1) = -f (j + 1)
      rw [Nat.add_right_comm]
      exact hf _
  ext i k
  have hn : 0 < n := by have := i.2; omega
  -- antiperiodic extension of the basis vector at site k
  obtain ⟨f, hf, hr⟩ : ∃ f : ℕ → ℂ, (∀ j, f (j + n) = -f j) ∧
      ∀ j : Fin n, f j.val = if j = k then 1 else 0 := by
    refine ⟨fun j => (-1) ^ (j / n) * (if j % n = k.val then 1 else 0), fun j => ?_, fun j => ?_⟩
    · beta_reduce
      rw [Nat.add_div_right _ hn, Nat.add_mod_right, pow_succ]
      ring
    · simp [Nat.div_eq_of_lt j.2, Nat.mod_eq_of_lt j.2, Fin.ext_iff]
  have h2 : ∑ j, (twistShift n ^ n) i j * f j.val = f (i.val + n) := congrFun (key n f hf) i
  rw [hf] at h2
  simp only [hr, mul_ite, mul_one, mul_zero, Finset.sum_ite_eq', Finset.mem_univ,
    if_true] at h2
  rw [h2, Matrix.neg_apply, Matrix.one_apply]
```

**Q.** Now the eigenvalues.

**A.** Everything rests on $n\theta_k=(2k+1)\pi$, which needs $n>0$ because $\theta_k$ divides by $n$.

```lean
/-- The phase gathered around the ring is `n θ_k = (2k+1)π`. -/
theorem angle_mul {n : ℕ} (hn : 0 < n) (k : ℕ) : angle n k * n = (2 * k + 1) * π := by
  have hn' : (n : ℝ) ≠ 0 := Nat.cast_ne_zero.mpr hn.ne'
  unfold angle
  field_simp
```

It follows that $e^{\mathrm i\theta_k(j+n)}=e^{\mathrm i\theta_k j}\,e^{2\pi\mathrm i k}\,e^{\mathrm i\pi}=-e^{\mathrm i\theta_k j}$, so the plane wave is antiperiodic; this is `hf`. Shifting it by one site multiplies it by $e^{\mathrm i\theta_k}$, which is `hs`, and the shift lemma gives $Uv_k=e^{\mathrm i\theta_k}v_k$ in `hU`. The transpose lemma gives $U^T(e^{\mathrm i\theta_k}v_k)=v_k$ in `h2`, and multiplying by $e^{-\mathrm i\theta_k}$ yields $U^Tv_k=e^{-\mathrm i\theta_k}v_k$ in `hT`. Adding the two,
$$(U+U^T)v_k=(e^{\mathrm i\theta_k}+e^{-\mathrm i\theta_k})v_k=2\cos\theta_k\,v_k .$$
The theorem also states $v_k\neq0$, since an exponential at site $0$ does not vanish; without that clause the eigenvalue equations would not make $v_k$ an eigenvector. It holds for every $n\ge1$ and every natural $k$.

```lean
/-- The orbital `k` is non-zero and an eigenvector of `U`, `Uᵀ` and `U + Uᵀ` with eigenvalues
`exp(iθ_k)`, `exp(-iθ_k)` and `2 cos θ_k`. -/
theorem orbital_eigen {n : ℕ} (hn : 0 < n) (k : ℕ) :
    orbital n k ≠ 0 ∧
    twistShift n *ᵥ orbital n k = Complex.exp (angle n k * I) • orbital n k ∧
    (twistShift n)ᵀ *ᵥ orbital n k = Complex.exp (-(angle n k * I)) • orbital n k ∧
    (twistShift n + (twistShift n)ᵀ) *ᵥ orbital n k = (energy n k : ℂ) • orbital n k := by
  have hθ : (angle n k : ℂ) * n = (2 * k + 1) * π := by exact_mod_cast angle_mul hn k
  -- the plane wave is antiperiodic
  have hf : ∀ j : ℕ, Complex.exp ((angle n k : ℂ) * ((j + n : ℕ) : ℂ) * I) =
      -Complex.exp ((angle n k : ℂ) * (j : ℂ) * I) := by
    intro j
    have : (angle n k : ℂ) * ((j + n : ℕ) : ℂ) * I =
        (angle n k : ℂ) * (j : ℂ) * I + (k * (2 * π * I) + π * I) := by
      push_cast
      linear_combination I * hθ
    rw [this, Complex.exp_add, Complex.exp_add, Complex.exp_nat_mul_two_pi_mul_I,
      Complex.exp_pi_mul_I]
    ring
  have hs : (fun j : Fin n => Complex.exp ((angle n k : ℂ) * ((j.val + 1 : ℕ) : ℂ) * I)) =
      Complex.exp (angle n k * I) • orbital n k := by
    ext j
    simp only [orbital, Pi.smul_apply, smul_eq_mul]
    rw [← Complex.exp_add]
    congr 1
    push_cast
    ring
  have hU : twistShift n *ᵥ orbital n k = Complex.exp (angle n k * I) • orbital n k :=
    (twistShift_mulVec (fun j : ℕ => Complex.exp ((angle n k : ℂ) * (j : ℂ) * I)) hf).trans hs
  have h2 : (twistShift n)ᵀ *ᵥ (Complex.exp (angle n k * I) • orbital n k) = orbital n k := by
    rw [← hs]
    exact transpose_mulVec (fun j : ℕ => Complex.exp ((angle n k : ℂ) * (j : ℂ) * I)) hf
  rw [Matrix.mulVec_smul] at h2
  have hT : (twistShift n)ᵀ *ᵥ orbital n k = Complex.exp (-(angle n k * I)) • orbital n k :=
    calc (twistShift n)ᵀ *ᵥ orbital n k
        = Complex.exp (-(angle n k * I)) •
            (Complex.exp (angle n k * I) • (twistShift n)ᵀ *ᵥ orbital n k) := by
          rw [smul_smul, ← Complex.exp_add, neg_add_cancel, Complex.exp_zero, one_smul]
      _ = _ := by rw [h2]
  have hc : (energy n k : ℂ) = Complex.exp (angle n k * I) + Complex.exp (-(angle n k * I)) := by
    unfold energy
    push_cast
    rw [Complex.two_cos, neg_mul]
  refine ⟨fun h => Complex.exp_ne_zero _ (congrFun h ⟨0, hn⟩), hU, hT, ?_⟩
  rw [Matrix.add_mulVec, hU, hT, hc, add_smul]
```

**Q.** A ring needs three sites. What does the theorem say for fewer?

**A.** It stays true as matrix algebra. For $n=1$, $U=(-1)$, $\theta_0=\pi$ and $E_0=-2$. For $n=2$, $U_{01}=1$ and $U_{10}=-1$, so the two links between the same pair of sites cancel, $U+U^T=0$, and $E_0=E_1=0$. From $n=3$ on, $U+U^T$ is the signed adjacency matrix of the ring, with each bond entered once, and that is the case your Hamiltonian describes.

**Q.** Two labels could name the same state. What shows that they do not?

**A.** Orthogonality for $k\ne l$, both below $n$. The expression `star (orbital n k) ⬝ᵥ orbital n l` is $\sum_j\overline{v_k(j)}\,v_l(j)$, conjugate in the first slot. Put $x=\mathrm i(\theta_l-\theta_k)$, so each term is $(e^x)^j$, which is `ht`. From $nx=2\pi\mathrm i(l-k)$ we get $(e^x)^n=1$ in `hpow`. If $e^x=1$, then $x=2\pi\mathrm i m$ for an integer $m$, so $l-k=nm$, and $|l-k|<n$ forces $l=k$; this contradiction is `hne`. The geometric sum is then $\big((e^x)^n-1\big)/(e^x-1)=0$, by `geom_sum_eq`.

```lean
/-- Orbitals with distinct labels below `n` are orthogonal. -/
theorem orbital_orthogonal {n k l : ℕ} (hk : k < n) (hl : l < n) (hkl : k ≠ l) :
    star (orbital n k) ⬝ᵥ orbital n l = 0 := by
  have hn : 0 < n := by omega
  have ak : (angle n k : ℂ) * n = (2 * k + 1) * π := by exact_mod_cast angle_mul hn k
  have al : (angle n l : ℂ) * n = (2 * l + 1) * π := by exact_mod_cast angle_mul hn l
  obtain ⟨x, hx⟩ : ∃ x : ℂ, x = ((angle n l : ℂ) - angle n k) * I := ⟨_, rfl⟩
  have hnx : (n : ℂ) * x = (((l : ℤ) - k : ℤ) : ℂ) * (2 * π * I) := by
    rw [hx]
    push_cast
    linear_combination I * al - I * ak
  -- exp x is an n-th root of unity different from 1
  have hpow : Complex.exp x ^ n = 1 := by
    rw [← Complex.exp_nat_mul, hnx, Complex.exp_int_mul_two_pi_mul_I]
  have hne : Complex.exp x ≠ 1 := by
    intro h
    obtain ⟨m, hm⟩ := Complex.exp_eq_one_iff.mp h
    have h1 : (((l : ℤ) - k : ℤ) : ℂ) = (((n : ℤ) * m : ℤ) : ℂ) := by
      apply mul_right_cancel₀ Complex.two_pi_I_ne_zero
      rw [← hnx, hm]
      push_cast
      ring
    have h2 : (l : ℤ) - k = n * m := Int.cast_injective h1
    have h3 := Int.eq_zero_of_abs_lt_dvd ⟨m, h2⟩ (abs_lt.mpr ⟨by omega, by omega⟩)
    omega
  have ht : ∀ j : Fin n, star (orbital n k j) * orbital n l j = Complex.exp x ^ j.val := by
    intro j
    unfold orbital
    rw [Complex.star_def, ← Complex.exp_conj, ← Complex.exp_add, ← Complex.exp_nat_mul, hx,
      map_mul, map_mul, Complex.conj_ofReal, map_natCast, Complex.conj_I]
    congr 1
    ring
  show ∑ j, star (orbital n k j) * orbital n l j = 0
  rw [Finset.sum_congr rfl (fun j _ => ht j),
    Fin.sum_univ_eq_sum_range (fun j => Complex.exp x ^ j) n, geom_sum_eq hne, hpow,
    sub_self, zero_div]
```

The bound on the labels matters. For $n=3$, $k=0$, $l=3$ the angles are $\pi/3$ and $\pi/3+2\pi$, the orbitals coincide, and the overlap is $3$, or $1$ for normalised orbitals.

**Q.** And accidental coincidences among the levels?

**A.** `energy_eq_iff` excludes them: for $k,l<n$, $E_k=E_l$ exactly when $l=k$ or $k+l+1=n$. Equal cosines mean $\theta_l=2\pi m+\theta_k$ or $\theta_l=2\pi m-\theta_k$ for an integer $m$, which is `Real.cos_eq_cos_iff`. Multiply by $n/2$ and use $n\theta_k=(2k+1)\pi$. The first case gives $l-k=nm$, hence $l=k$ as before. The second gives $k+l+1=nm$, so $n$ divides $k+l+1-n$, and $1\le k+l+1\le 2n-1$ makes that number smaller than $n$ in absolute value, hence zero. The `linear_combination` lines with coefficient `n / 2` carry out the multiplication, and `Int.eq_zero_of_abs_lt_dvd` is the divisibility step. Conversely, $k+l+1=n$ gives $\theta_k=2\pi-\theta_l$ and equal cosines.

```lean
/-- Two labels below `n` have the same level exactly when they coincide or sum to `n - 1`. -/
theorem energy_eq_iff {n k l : ℕ} (hk : k < n) (hl : l < n) :
    energy n k = energy n l ↔ l = k ∨ k + l + 1 = n := by
  have hn : 0 < n := by omega
  have ak := angle_mul hn k
  have al := angle_mul hn l
  unfold energy
  constructor
  · intro h
    have hc : Real.cos (angle n k) = Real.cos (angle n l) := by linarith
    obtain ⟨m, hm | hm⟩ := Real.cos_eq_cos_iff.mp hc
    · have h1 : ((l : ℝ) - k) * π = (n * m) * π := by
        linear_combination (n / 2 : ℝ) * hm - (1 / 2) * al + (1 / 2) * ak
      have h2 : (l : ℤ) - k = n * m := by exact_mod_cast mul_right_cancel₀ Real.pi_ne_zero h1
      have h3 := Int.eq_zero_of_abs_lt_dvd ⟨m, h2⟩ (abs_lt.mpr ⟨by omega, by omega⟩)
      omega
    · have h1 : ((k : ℝ) + l + 1) * π = (n * m) * π := by
        linear_combination (n / 2 : ℝ) * hm - (1 / 2) * al - (1 / 2) * ak
      have h2 : (k : ℤ) + l + 1 = n * m := by
        exact_mod_cast mul_right_cancel₀ Real.pi_ne_zero h1
      have h4 : (k : ℤ) + l + 1 - n = n * (m - 1) := by linear_combination h2
      have h3 := Int.eq_zero_of_abs_lt_dvd ⟨m - 1, h4⟩ (abs_lt.mpr ⟨by omega, by omega⟩)
      omega
  · rintro (h | h)
    · rw [h]
    · have hr : (k : ℝ) + l + 1 = n := by exact_mod_cast h
      have e : angle n k = 2 * π - angle n l := by
        apply mul_right_cancel₀ (Nat.cast_ne_zero.mpr hn.ne' : (n : ℝ) ≠ 0)
        linear_combination ak + al + 2 * π * hr
      rw [e, Real.cos_two_pi_sub]
```

**Q.** That holds for any $n$. Why does the pairing ask for even $n$?

**A.** Because the partner $n-1-k$ must be a different label. Equality $n-1-k=k$ means $n=2k+1$, which `Even n` rules out. For $n=3$, $k=1$ the partner is $k$ itself, $\theta_1=\pi$, and $E_1=-2$ belongs to one label only. For even $n$ and $k<n$ the last theorem gives five clauses: the partner is below $n$, differs from $k$, has the same level, has an orthogonal orbital, and any $l<n$ with $E_l=E_k$ is $k$ or the partner. Subtraction of natural numbers truncates at zero, but `hk` makes `n - 1 - k` the ordinary difference. The proof applies the two preceding theorems and leaves the index arithmetic to `omega`. At $n=4$ the pairs are $(0,3)$ and $(1,2)$, and at $n=2$ the single pair is $(0,1)$.

```lean
/-- For even `n` the label `n-1-k` differs from `k`, has the same level and an orthogonal
orbital, and no third label below `n` shares that level. -/
theorem even_degenerate {n k : ℕ} (he : Even n) (hk : k < n) :
    n - 1 - k < n ∧ n - 1 - k ≠ k ∧ energy n k = energy n (n - 1 - k) ∧
    star (orbital n k) ⬝ᵥ orbital n (n - 1 - k) = 0 ∧
    ∀ l < n, energy n k = energy n l → l = k ∨ l = n - 1 - k := by
  obtain ⟨r, hr⟩ := he
  have h1 : n - 1 - k < n := by omega
  have h2 : n - 1 - k ≠ k := by omega
  refine ⟨h1, h2, (energy_eq_iff hk h1).mpr (by omega), orbital_orthogonal hk h1 h2.symm,
    fun l hl h => ?_⟩
  have := (energy_eq_iff hk hl).mp h
  omega

end

end MoebiusRing
```

```lean
#print axioms MoebiusRing.twistShift_pow
#print axioms MoebiusRing.orbital_eigen
#print axioms MoebiusRing.even_degenerate
```

```
'MoebiusRing.twistShift_pow' depends on axioms: [propext, Classical.choice, Quot.sound]
'MoebiusRing.orbital_eigen' depends on axioms: [propext, Classical.choice, Quot.sound]
'MoebiusRing.even_degenerate' depends on axioms: [propext, Classical.choice, Quot.sound]
```

**Q.** My filling also assumes that the list of levels is complete and that each eigenspace is two-dimensional.

**A.** The last clause counts labels, not the dimension of an eigenspace. The link is the familiar argument that $n$ non-zero orthogonal vectors span $\mathbb C^n$, so the $E_k$ exhaust the spectrum and for even $n$ each level has dimension two. That argument, the norm $\sqrt n$ and the electron count are left to you, as the file has no theorem for them.
